# An upper bound on the lowest energy of non-interacting fragments from changing the filling of one

Finitely many separated fragments share a whole number of particles; fragment `t` holds at most `M t` of them and has energy `E t k` when it holds `k`, with `E` an arbitrary real-valued function. The total energy is the sum of the fragment energies, with no interaction between fragments, and `assemblyEnergy E M n` is the infimum of this sum over all admissible distributions of `n` particles. The theorem `assemblyEnergy_le_update` takes an admissible distribution `x`, changes the filling of one fragment `s` from `x s` to an allowed value `v`, and calls the new particle number `n`. It states that the assembly energy at `n` is at most the energy of `x` plus `E s v - E s (x s)`. The proof shows that the changed distribution is admissible and holds `n` particles, so that its energy bounds the infimum from above, and then computes that energy with `sum_update`.

This version doesn't compile in Lean 4 with Mathlib:

```lean
import Mathlib

open Finset

namespace AssemblyEnergyLeUpdate

noncomputable section

variable {ι : Type*} [Fintype ι]

/-- The total energies of all distributions of `n` particles over separated fragments,
where fragment `s` holds at most `M s` particles. -/
def assemblyEnergies (E : ι → ℕ → ℝ) (M : ι → ℕ) (n : ℕ) : Set ℝ :=
  (fun x : ι → ℕ => ∑ s, E s (x s)) '' {x | x ≤ M ∧ ∑ s, x s = n}

/-- The lowest energy of `n` particles distributed over the fragments, for `n` up to the
total capacity `∑ s, M s`. -/
def assemblyEnergy (E : ι → ℕ → ℝ) (M : ι → ℕ) (n : ℕ) : ℝ :=
  sInf (assemblyEnergies E M n)

/-- When the filling of one fragment is changed, a quantity additive over fragments changes
only by the contribution of that fragment. -/
theorem sum_update {R : Type*} [AddCommMonoid R] [DecidableEq ι] (F : ι → ℕ → R)
    (x : ι → ℕ) (s : ι) (v : ℕ) :
    ∑ t, F t (Function.update x s v t) + F s (x s) = ∑ t, F t (x t) + F s v := by
  have h : ∑ t ∈ univ.erase s, F t (Function.update x s v t)
      = ∑ t ∈ univ.erase s, F t (x t) :=
    Finset.sum_congr rfl fun t ht => by
      rw [Function.update_of_ne (Finset.ne_of_mem_erase ht)]
  have h1 : F s (Function.update x s v s)
      + ∑ t ∈ univ.erase s, F t (Function.update x s v t)
      = ∑ t, F t (Function.update x s v t) :=
    Finset.add_sum_erase _ (fun t => F t (Function.update x s v t)) (Finset.mem_univ s)
  have h2 : F s (x s) + ∑ t ∈ univ.erase s, F t (x t) = ∑ t, F t (x t) :=
    Finset.add_sum_erase _ (fun t => F t (x t)) (Finset.mem_univ s)
  rw [Function.update_self] at h1
  rw [← h1, ← h2, h]
  abel

/-- Up to the total capacity, the assembly energy is attained by a distribution of the
particles and is a lower bound for all of them. -/
theorem assemblyEnergy_isLeast (E : ι → ℕ → ℝ) (M : ι → ℕ) {n : ℕ}
    (hn : n ≤ ∑ s, M s) : IsLeast (assemblyEnergies E M n) (assemblyEnergy E M n) := by
  classical
  -- there are finitely many distributions
  have hfin : (assemblyEnergies E M n).Finite :=
    ((Set.finite_Icc (0 : ι → ℕ) M).subset
      fun x hx => ⟨fun t => Nat.zero_le (x t), hx.1⟩).image _
  -- particles can be filled in one by one
  have hex : ∀ m, m ≤ ∑ s, M s → ∃ x : ι → ℕ, x ≤ M ∧ ∑ s, x s = m := by
    intro m
    induction m with
    | zero => exact fun _ => ⟨fun _ => 0, fun t => Nat.zero_le (M t), by simp⟩
    | succ m ih =>
      intro hm
      obtain ⟨x, hx, hxm⟩ := ih (by omega)
      obtain ⟨s, -, hs⟩ : ∃ s ∈ univ, x s < M s :=
        Finset.exists_lt_of_sum_lt (by rw [hxm]; omega)
      have hsum : ∑ t, Function.update x s (x s + 1) t + x s = ∑ t, x t + (x s + 1) :=
        sum_update (fun _ k => k) x s (x s + 1)
      exact ⟨Function.update x s (x s + 1),
        update_le_iff.2 ⟨hs, fun t _ => hx t⟩, by omega⟩
  obtain ⟨x, hx⟩ := hex n hn
  have hne : (assemblyEnergies E M n).Nonempty := ⟨_, x, hx, rfl⟩
  exact ⟨hne.csInf_mem hfin, fun e he => csInf_le hfin.bddBelow he⟩

/-- Variational bound: changing the filling of one fragment in an admissible distribution `x` to an
admissible value `v` gives an upper bound on the assembly energy at the new particle number `n`. -/
theorem assemblyEnergy_le_update (E : ι → ℕ → ℝ) (M x : ι → ℕ) (hx : x ≤ M) (s : ι)
    (v n : ℕ) (hv : v ≤ M s) (hn : ∑ t, x t + v = n + x s) :
    assemblyEnergy E M n ≤ ∑ t, E t (x t) + E s v - E s (x s) := by
  classical
  have hle : Function.update x s v ≤ M :=
    Function.update_le_iff.2 ⟨hv, fun t _ => hx t⟩
  have hsum : ∑ t, Function.update x s v t + x s = ∑ t, x t + v :=
    sum_update (fun _ k => k) x s v
  have hN : ∑ t, Function.update x s v t = n := by omega
  have hcap : n ≤ ∑ t, M t := hN ▸ Finset.sum_le_sum fun t _ => hle t
  have hlow : assemblyEnergy E M n ≤ ∑ t, E t (Function.update x s v t) :=
    (assemblyEnergy_isLeast E M hcap).2 ⟨Function.update x s v, ⟨hle, hN⟩, rfl⟩
  have hE := sum_update E x s v
  linarith

end

end AssemblyEnergyLeUpdate
```

Lean reports:

```
Main.lean:74:4: error(lean.unknownIdentifier): Unknown identifier `Function.update_le_iff`
```

Diagnosis. The message says that Lean knows no declaration called `Function.update_le_iff`. The lemma exists, but its name is `update_le_iff`, without the `Function` prefix, although the operation it speaks about is `Function.update`. The proof of `assemblyEnergy_isLeast`, earlier in the file, already uses it under that shorter name.

The lemma says that an updated function lies below `M` exactly when the new value is at most `M s` and the old function is at most `M t` at every other `t`. This is what `hle` needs, and the pair `⟨hv, fun t _ => hx t⟩` supplies both parts. The diff therefore only removes the prefix; the name then resolves, and the arguments stay as they were.

The mended proof, as a diff:

```diff
@@ -72,5 +72,5 @@
   classical
   have hle : Function.update x s v ≤ M :=
-    Function.update_le_iff.2 ⟨hv, fun t _ => hx t⟩
+    update_le_iff.2 ⟨hv, fun t _ => hx t⟩
   have hsum : ∑ t, Function.update x s v t + x s = ∑ t, x t + v :=
     sum_update (fun _ k => k) x s v
```
